# Schwinger's α/(2π) from the Feynman-parameter integral of the one-loop vertex

Q: In a weak, static and uniform magnetic field, an electron shows a magnetic moment slightly larger than the one for Dirac's value \(g=2\). At lowest order the relative excess is \((g-2)/2=\alpha/(2\pi)\), with \(\alpha\) the fine-structure constant. It comes from one photon exchanged across the vertex where the electron meets the field. You say that a proof assistant has checked this value. From which starting point?

A: From the Feynman-parameter integral for the magnetic part of that vertex. Let \(m\) be the electron mass, \(q\) the four-momentum transferred by the field, and \(Q^2=-q^2\ge 0\), in units with \(\hbar=c=1\). At one-loop order the Pauli form factor is \(F_2=\frac{\alpha}{2\pi}V(Q^2)\), where

\[
V(Q^2)=\int_0^1\!dz\int_0^{1-z}\!dx\;\frac{2m^2z(1-z)}{m^2(1-z)^2+Q^2x(1-z-x)} .
\]

The relative excess \((g-2)/2\) is \(F_2\) at \(Q^2=0\).

Q: Do the integral by hand first. The denominator vanishes at \(z=1\), \(x=0\), which worries me.

A: For \(z<1\), put \(x=(1-z)y\). Then \(1-z-x=(1-z)(1-y)\) and \(dx=(1-z)\,dy\), so the denominator is \((1-z)^2[m^2+Q^2y(1-y)]\). All powers of \(1-z\) cancel, and the inner integral becomes

\[
2z\,R(Q^2),\qquad R(Q^2)=\int_0^1\frac{m^2}{m^2+Q^2y(1-y)}\,dy .
\]

The single value \(z=1\) does not affect the outer integral. Since \(\int_0^1 2z\,dz=1\), we get \(V=R\).

At \(Q^2=0\) the integrand of \(R\) is 1, so \(R=1\). Raising \(Q^2\) lowers the integrand at every \(y\) strictly between 0 and 1, so \(R\) decreases strictly. It stays positive because its integrand is positive. Hence \(0<V\le1\), with \(V=1\) only at \(Q^2=0\).

Q: And at finite momentum transfer?

A: For \(Q^2>0\) set \(\beta=\sqrt{1+4m^2/Q^2}\). Since \(\beta^2-(1-2y)^2=4m^2/Q^2+4y(1-y)\),

\[
m^2+Q^2y(1-y)=\tfrac{Q^2}{4}(\beta-1+2y)(\beta+1-2y).
\]

The two factors add up to \(2\beta\), so partial fractions give

\[
\frac{m^2}{m^2+Q^2y(1-y)}=\frac{2m^2}{Q^2\beta}\left[\frac1{\beta-1+2y}+\frac1{\beta+1-2y}\right].
\]

An antiderivative is \(\frac{m^2}{Q^2\beta}[\ln(\beta-1+2y)-\ln(\beta+1-2y)]\). Its bracket equals \(\ln\frac{\beta+1}{\beta-1}\) at \(y=1\) and minus that at \(y=0\). Therefore

\[
V(Q^2)=\frac{2m^2}{Q^2\beta}\,\ln\frac{\beta+1}{\beta-1}.
\]

Q: Does the formal version contain the integral with the awkward corner, or only the tidy one?

A: Both, as separate definitions, so their equality has to be proved.

```lean
import Mathlib

open MeasureTheory Set

namespace SchwingerTerm

noncomputable section
```

The denominator comes first. The real number `Q2` is \(Q^2\) itself and is not squared again.

```lean
/-- The denominator of the one-loop vertex after Feynman parametrisation, for fermion mass `m`,
spacelike momentum transfer `Q2` and Feynman parameters `z`, `x` and `1 - z - x`. -/
def feynmanDenominator (m Q2 z x : ℝ) : ℝ :=
  m ^ 2 * (1 - z) ^ 2 + Q2 * (x * (1 - z - x))
```

The iterated integral \(V\) is written in the same order as above, with \(x\) inside and \(z\) outside.

```lean
/-- The iterated Feynman-parameter integral of the magnetic part of the one-loop vertex,
used for `m > 0` and `Q2 ≥ 0`; its denominator vanishes at the corner `z = 1`, `x = 0`. -/
def vertexIntegral (m Q2 : ℝ) : ℝ :=
  ∫ z in (0 : ℝ)..1, ∫ x in (0 : ℝ)..(1 - z),
    2 * m ^ 2 * z * (1 - z) / feynmanDenominator m Q2 z x
```

Q: Textbooks often integrate over three parameters with a delta function. Would that change anything?

A: One could define \(V\) as an area integral over the triangle \(x,z\ge0\), \(x+z\le1\). The value would be the same, but the proof would also need integrability near the corner, where the integrand is unbounded, and Fubini's theorem to reach the iterated form.

The reduced integral \(R\) is next. Its `y` is the rescaled fraction \(x/(1-z)\), whereas many textbooks use \(y\) for the third parameter \(1-z-x\).

```lean
/-- The single integral over the momentum fraction `y`, used for `m > 0` and `Q2 ≥ 0`. -/
def reducedIntegral (m Q2 : ℝ) : ℝ :=
  ∫ y in (0 : ℝ)..1, m ^ 2 / (m ^ 2 + Q2 * (y * (1 - y)))
```

Q: Where does the physics enter?

A: In the definition of the form factor.

```lean
/-- The one-loop Pauli form factor with fine-structure constant `α`,
used for `m > 0` and `Q2 ≥ 0`. -/
def pauliFormFactor (α m Q2 : ℝ) : ℝ :=
  α / (2 * Real.pi) * vertexIntegral m Q2
```

The Dirac algebra and the loop-momentum integration that lead from the Feynman diagram to this expression are taken as input. That is the step between the Lean model and QED. The coupling `α` may be any real number.

The last definition is \(\beta\), which exceeds 1 for \(Q^2>0\) and so is not a particle speed.

```lean
/-- The dimensionless parameter `β = √(1 + 4 m² / Q2)`, for `Q2 > 0`. -/
def beta (m Q2 : ℝ) : ℝ := √(1 + 4 * m ^ 2 / Q2)
```

Q: Then show me how the proof deals with the denominators.

A: The first lemma says that \(m^2+Q^2y(1-y)\) is positive on \([0,1]\): a positive term plus a non-negative one.

```lean
/-- For positive mass and `Q2 ≥ 0` the reduced denominator is positive for every momentum
fraction `y` in `[0, 1]`. -/
theorem denominator_pos {m Q2 y : ℝ} (hm : 0 < m) (hQ : 0 ≤ Q2) (hy : y ∈ Icc (0 : ℝ) 1) :
    0 < m ^ 2 + Q2 * (y * (1 - y)) := by
  have h1 := mul_nonneg hQ (mul_nonneg hy.1 (sub_nonneg.2 hy.2))
  have h2 : 0 < m ^ 2 := by positivity
  linarith
```

Continuity of the reduced integrand follows, since its denominator has no zero there.

```lean
/-- For positive mass and `Q2 ≥ 0` the reduced integrand is continuous on `[0, 1]`. -/
theorem integrand_continuousOn {m Q2 : ℝ} (hm : 0 < m) (hQ : 0 ≤ Q2) :
    ContinuousOn (fun y : ℝ => m ^ 2 / (m ^ 2 + Q2 * (y * (1 - y)))) (Icc 0 1) :=
  ContinuousOn.div (by fun_prop) (by fun_prop) fun _ hy => (denominator_pos hm hQ hy).ne'
```

The substitution is the next lemma. In it, `hs` is the change of variable \(x=(1-z)y\), and `hfac` is the factorisation of the denominator. The rest cancels the powers of \(1-z\), which is allowed because \(z\ne1\).

```lean
/-- For positive mass, `Q2 ≥ 0` and `z ≠ 1`, the inner integral over `x` is `2 z` times the
reduced integral. -/
theorem inner_integral {m Q2 z : ℝ} (hm : 0 < m) (hQ : 0 ≤ Q2) (hz : z ≠ 1) :
    ∫ x in (0 : ℝ)..(1 - z), 2 * m ^ 2 * z * (1 - z) / feynmanDenominator m Q2 z x
      = 2 * z * reducedIntegral m Q2 := by
  have hc : 1 - z ≠ 0 := sub_ne_zero.2 (Ne.symm hz)
  -- rescale x = (1 - z) y
  have hs := intervalIntegral.mul_integral_comp_mul_left (a := 0) (b := 1)
    (f := fun x => 2 * m ^ 2 * z * (1 - z) / feynmanDenominator m Q2 z x) (1 - z)
  simp only [mul_zero, mul_one] at hs
  rw [← hs, reducedIntegral, ← intervalIntegral.integral_const_mul,
    ← intervalIntegral.integral_const_mul]
  apply intervalIntegral.integral_congr
  intro y hy
  rw [uIcc_of_le zero_le_one] at hy
  have hD := (denominator_pos hm hQ hy).ne'
  have hfac : feynmanDenominator m Q2 z ((1 - z) * y)
      = (1 - z) ^ 2 * (m ^ 2 + Q2 * (y * (1 - y))) := by
    unfold feynmanDenominator
    ring
  show (1 - z) * (2 * m ^ 2 * z * (1 - z) / feynmanDenominator m Q2 z ((1 - z) * y))
    = 2 * z * (m ^ 2 / (m ^ 2 + Q2 * (y * (1 - y))))
  rw [hfac, mul_div_assoc', mul_div_assoc',
    div_eq_div_iff (mul_ne_zero (pow_ne_zero 2 hc) hD) hD]
  ring
```

Q: So the corner is left to the outer integral.

A: Yes. `hae` records that almost every \(z\) differs from 1, and `integral_congr_ae` lets the inner result replace the integrand on that basis. The second step of the `calc` block evaluates \(\int_0^1 2z\,dz=1\).

```lean
/-- For positive mass and `Q2 ≥ 0` the iterated vertex integral equals the single integral over
the momentum fraction. -/
theorem vertexIntegral_eq {m Q2 : ℝ} (hm : 0 < m) (hQ : 0 ≤ Q2) :
    vertexIntegral m Q2 = reducedIntegral m Q2 := by
  -- the endpoint z = 1 has measure zero
  have hae : ∀ᵐ z : ℝ, z ≠ 1 := by simp [ae_iff]
  calc vertexIntegral m Q2 = ∫ z in (0 : ℝ)..1, 2 * z * reducedIntegral m Q2 := by
        unfold vertexIntegral
        apply intervalIntegral.integral_congr_ae
        filter_upwards [hae] with z hz _
        exact inner_integral hm hQ hz
    _ = reducedIntegral m Q2 := by
        rw [intervalIntegral.integral_mul_const, intervalIntegral.integral_const_mul,
          integral_id]
        ring
```

For the monotonicity, Lean compares the integrands at two values `P < Q` of \(Q^2\). Both are continuous, so it is enough to have the inequality on the whole interval and strictness at one point, for which the proof takes \(y=1/2\).

```lean
/-- For positive mass the reduced integral decreases strictly as the momentum transfer
`Q2 ≥ 0` grows. -/
theorem reducedIntegral_strictAntiOn {m : ℝ} (hm : 0 < m) :
    StrictAntiOn (reducedIntegral m) (Ici 0) := by
  intro P hP Q hQ hPQ
  have hP' : 0 ≤ P := hP
  have hQ' : 0 ≤ Q := hQ
  have hm2 : 0 < m ^ 2 := by positivity
  apply intervalIntegral.integral_lt_integral_of_continuousOn_of_le_of_exists_lt one_pos
    (integrand_continuousOn hm hQ') (integrand_continuousOn hm hP')
  · intro y hy
    have hy' : y ∈ Icc (0 : ℝ) 1 := ⟨hy.1.le, hy.2⟩
    have h := mul_le_mul_of_nonneg_right hPQ.le (mul_nonneg hy'.1 (sub_nonneg.2 hy'.2))
    exact div_le_div_of_nonneg_left hm2.le (denominator_pos hm hP' hy') (by linarith)
  · -- the inequality is strict at the midpoint
    have hh : (1 / 2 : ℝ) ∈ Icc (0 : ℝ) 1 := by constructor <;> norm_num
    exact ⟨1 / 2, hh, div_lt_div_of_pos_left hm2 (denominator_pos hm hP' hh) (by linarith)⟩
```

The value at zero momentum transfer is a direct simplification.

```lean
/-- For positive mass the reduced integral equals one at zero momentum transfer. -/
theorem reducedIntegral_zero {m : ℝ} (hm : 0 < m) : reducedIntegral m 0 = 1 := by
  simp [reducedIntegral, hm.ne']
```

Q: What does the main theorem then say, in words?

A: For \(m>0\) and \(Q^2\ge0\), the iterated integral equals the single integral, is positive, is at most 1, and equals 1 if and only if \(Q^2=0\). The condition \(m>0\) describes a massive fermion, and \(Q^2\ge0\) describes spacelike transfer, as in elastic scattering, together with the limit of zero momentum transfer.

```lean
/-- For positive mass and `Q2 ≥ 0`, the iterated vertex integral equals the single integral over
`y`, is positive and at most one, and equals one exactly at `Q2 = 0`. -/
theorem vertexIntegral_main {m Q2 : ℝ} (hm : 0 < m) (hQ : 0 ≤ Q2) :
    vertexIntegral m Q2 = ∫ y in (0 : ℝ)..1, m ^ 2 / (m ^ 2 + Q2 * (y * (1 - y))) ∧
    0 < vertexIntegral m Q2 ∧ vertexIntegral m Q2 ≤ 1 ∧
    (vertexIntegral m Q2 = 1 ↔ Q2 = 0) := by
  rw [vertexIntegral_eq hm hQ]
  have h1 := reducedIntegral_zero hm
  have hanti := reducedIntegral_strictAntiOn hm
  have h0 : (0 : ℝ) ∈ Ici (0 : ℝ) := le_refl (0 : ℝ)
  refine ⟨rfl, ?_, (hanti.antitoneOn h0 hQ hQ).trans_eq h1,
    fun h => hanti.injOn hQ h0 (h.trans h1.symm), fun h => by rw [h, h1]⟩
  refine intervalIntegral.intervalIntegral_pos_of_pos_on
    ((integrand_continuousOn hm hQ).intervalIntegrable_of_Icc zero_le_one) ?_ one_pos
  intro y hy
  exact div_pos (by positivity) (denominator_pos hm hQ ⟨hy.1.le, hy.2.le⟩)
```

The bound compares \(Q^2\) with 0 by monotonicity. The equality case uses that a strictly decreasing function takes each value only once. Positivity also has a use in Lean, where a non-integrable function is given the integral zero: the value of \(V\) cannot be that default.

Q: Is the sign of \(Q^2\) really needed?

A: For the upper bound, some restriction is. Take \(m=1\) and \(Q^2=-2\), a timelike value below the pair threshold \(q^2=4m^2\). No process with real electrons on both sides of the vertex reaches it, but the integral is still defined. The reduced denominator \(1-2y(1-y)\) is still positive, and with \(u=2y-1\)

\[
R=\int_0^1\frac{dy}{1-2y+2y^2}=\int_{-1}^{1}\frac{du}{1+u^2}=\frac{\pi}{2}>1 .
\]

The substitution still works at this value, so \(V=R\) survives and only the bound fails.

Q: And Schwinger's number itself?

A: It follows by inserting \(V(0)=1\) into the definition of the form factor.

```lean
/-- The Schwinger term: for positive mass the one-loop Pauli form factor at zero momentum
transfer is `α / (2π)`. -/
theorem schwinger_term (α : ℝ) {m : ℝ} (hm : 0 < m) :
    pauliFormFactor α m 0 = α / (2 * Real.pi) := by
  rw [pauliFormFactor, vertexIntegral_eq hm le_rfl, reducedIntegral_zero hm, mul_one]
```

In the Pauli Hamiltonian of a single free electron, the spin Zeeman term is proportional to \(g\). At one-loop order it is \(1+\alpha/(2\pi)\) times its value for \(g=2\), so \(g\) itself rises by \(\alpha/\pi\).

Q: That leaves the logarithm.

A: The theorem requires \(Q^2>0\), because \(\beta\) has \(Q^2\) in a denominator. The proof writes `b` for \(\beta\) and first shows \(\beta>1\), which keeps the arguments of both logarithms positive on \([0,1]\). Then `hder` differentiates the antiderivative found above, with `hD` as the factorised denominator. The fundamental theorem of calculus gives `key`, and `e1` to `e4` tidy the endpoint values.

```lean
/-- For positive mass and `Q2 > 0` the vertex integral is `2 m² / (Q2 β)` times the logarithm of
`(β + 1) / (β - 1)`, where `β` is `beta m Q2`. -/
theorem vertexIntegral_closed_form {m Q2 : ℝ} (hm : 0 < m) (hQ : 0 < Q2) :
    vertexIntegral m Q2 = 2 * m ^ 2 / (Q2 * beta m Q2) *
      Real.log ((beta m Q2 + 1) / (beta m Q2 - 1)) := by
  have hb0 : 0 ≤ beta m Q2 := Real.sqrt_nonneg _
  have hsq : beta m Q2 ^ 2 = 1 + 4 * m ^ 2 / Q2 := Real.sq_sqrt (by positivity)
  generalize beta m Q2 = b at hb0 hsq ⊢
  have hpos : 0 < 4 * m ^ 2 / Q2 := by positivity
  have hb1 : 1 < b := by nlinarith
  have hb : b ≠ 0 := by linarith
  have hQb : Q2 * b ^ 2 = Q2 + 4 * m ^ 2 := by
    rw [hsq, mul_add, mul_one, mul_div_cancel₀ _ hQ.ne']
  -- an antiderivative from partial fractions
  have hder : ∀ y ∈ uIcc (0 : ℝ) 1, HasDerivAt
      (fun y => m ^ 2 / (Q2 * b) * (Real.log (b - 1 + 2 * y) - Real.log (b + 1 - 2 * y)))
      (m ^ 2 / (m ^ 2 + Q2 * (y * (1 - y)))) y := by
    intro y hy
    rw [uIcc_of_le zero_le_one] at hy
    have h1 : b - 1 + 2 * y ≠ 0 := by linarith [hy.1]
    have h2 : b + 1 - 2 * y ≠ 0 := by linarith [hy.2]
    have d1 : HasDerivAt (fun y : ℝ => b - 1 + 2 * y) 2 y :=
      (((hasDerivAt_id' y).const_mul 2).const_add (b - 1)).congr_deriv (by norm_num)
    have d2 : HasDerivAt (fun y : ℝ => b + 1 - 2 * y) (-2) y :=
      (((hasDerivAt_id' y).const_mul 2).const_sub (b + 1)).congr_deriv (by norm_num)
    refine (((d1.log h1).fun_sub (d2.log h2)).const_mul (m ^ 2 / (Q2 * b))).congr_deriv ?_
    have hD : m ^ 2 + Q2 * (y * (1 - y))
        = Q2 * ((b - 1 + 2 * y) * (b + 1 - 2 * y)) / 4 := by
      linear_combination (-1 / 4) * hQb
    rw [hD]
    field_simp
    ring
  have key := intervalIntegral.integral_eq_sub_of_hasDerivAt hder
    ((integrand_continuousOn hm hQ.le).intervalIntegrable_of_Icc zero_le_one)
  have e1 : b - 1 + 2 * 1 = b + 1 := by ring
  have e2 : b + 1 - 2 * 1 = b - 1 := by ring
  have e3 : b - 1 + 2 * 0 = b - 1 := by ring
  have e4 : b + 1 - 2 * 0 = b + 1 := by ring
  simp only [e1, e2, e3, e4] at key
  rw [vertexIntegral_eq hm hQ.le, reducedIntegral, key,
    Real.log_div (by linarith) (by linarith)]
  ring

end

end SchwingerTerm
```

```lean
#print axioms SchwingerTerm.vertexIntegral_main
#print axioms SchwingerTerm.schwinger_term
#print axioms SchwingerTerm.vertexIntegral_closed_form
```

```
'SchwingerTerm.vertexIntegral_main' depends on axioms: [propext, Classical.choice, Quot.sound]
'SchwingerTerm.schwinger_term' depends on axioms: [propext, Classical.choice, Quot.sound]
'SchwingerTerm.vertexIntegral_closed_form' depends on axioms: [propext, Classical.choice, Quot.sound]
```
